# With three lossless beams and equal excitation errors, the intensities of g and −g differ at third order in thickness or not at all

## Averaging a Friedel pair

In electron diffraction, a calculation that averages the intensities of $g$ and $-g$ assumes Friedel's law, by which the two are equal. The step changes each intensity by half of their difference, so one needs to know how large that difference is. In kinematic scattering from a real potential it is zero when the two reflections have equal excitation errors. In dynamical scattering, a beam can also be reached by way of another diffracted beam, and the interference of the two routes can make $g$ and $-g$ unequal. In the three-beam model below, the difference either vanishes at every thickness or starts as the cube of the thickness, with a coefficient that can be read off from two Fourier coefficients of the potential.

## Three coupled beams

Number the beams $0$, $g$, $-g$ as 0, 1, 2. Let $t$ be the crystal thickness, and let the amplitudes at the exit face be column 0 of

$$S(t)=e^{itA},\qquad A=\begin{pmatrix}0&\bar u&u\\ u&s&v\\ \bar u&\bar v&s\end{pmatrix}.$$

The first index of $A$ is the final beam. The complex number $u$ is proportional to the Fourier coefficient of the potential at $g$, and $v$ to the one at $2g$, which scatters $-g$ into $g$. The real number $s$ is the excitation error, the mismatch in wave vector along the beam, in the units of $A$. The usual prefactors are absorbed so that $tA$ is dimensionless.

Three physical assumptions are built into this matrix:

- The potential is real, so the coefficient at $-g$ is $\bar u$. There is no absorption, and $A$ is Hermitian.
- Both diffracted beams have the same excitation error, as in a symmetric orientation.
- All other beams, and backscattering, are neglected.

## The cubic onset and the exact criterion

Write $D(t)=|S_{10}(t)|^2-|S_{20}(t)|^2$. The main results are

$$\lim_{t\to0^+}\frac{D(t)}{t^3}=-2\,\mathrm{Im}(v\bar u^2),$$

and

$$D(t)=0\ \text{for all } t>0\iff \mathrm{Im}(v\bar u^2)=0.$$

In Lean, `threeBeam s u v` is $A$, `scatteringMatrix` is the matrix exponential, and `friedelDifference s u v t` is $D(t)$. The filter `𝓝[>] 0` expresses the approach to zero thickness from above. For the same matrix $A$, writing $e^{-itA}$ instead of $e^{itA}$ would reverse the sign of the limit. If the sign convention of plane waves is changed throughout, $A$ is also replaced by its complex conjugate, and $D(t)$ stays the same.

A shift of origin multiplies $u$ by a phase factor and $v$ by its square, which leaves $v\bar u^2$ unchanged. The Lean file calls this factor $e$; it is not the base of the exponential. If the crystal has an inversion centre, placing the origin there makes both couplings real. The theorem `friedel_of_centrosymmetric` therefore takes $u=ae$ and $v=be^2$ with real $a,b$, and concludes that $D(t)=0$ at every $t$. It allows any complex $e$, of which the phases are the physical case.

A non-zero limit thus shows that the crystal has no inversion centre, within this lossless three-beam model. A zero limit says less about the crystal, because the model sees only the coefficients at $g$ and $2g$; a structure without a centre may still have $\mathrm{Im}(v\bar u^2)=0$. Equal excitation errors matter for the exact criterion: for $v=0$ and $u\ne0$, expanding by hand with errors of different magnitude gives unequal intensities at order $t^4$.

## Interference of single and double scattering

For two distinct beams $i\neq j$ the identity matrix contributes nothing. With $i$ as a beam number in subscripts and as the imaginary unit elsewhere, the exponential series gives

$$S_{ij}(t)=itA_{ij}-\tfrac{t^2}{2}(A^2)_{ij}+O(t^3).$$

The two second-order entries are

$$(A^2)_{10}=su+v\bar u,\qquad (A^2)_{20}=\bar v u+s\bar u.$$

Here $v\bar u$ and $\bar vu$ describe double scattering by way of the other diffracted beam, while the terms with $s$ come from single scattering and the excitation error. The Lean file calls the whole second-order entry double scattering.

For complex $w,z$,

$$|itw+t^2z|^2=t^2|w|^2+2t^3\,\mathrm{Im}(\bar w z)+t^4|z|^2.$$

For beam 1, put $w=u$ and $z\to-(su+v\bar u)/2$. Then $\bar wz\to-(s|u|^2+v\bar u^2)/2$, and the cubic term of the intensity has coefficient $-\mathrm{Im}(v\bar u^2)$. For beam 2, put $w=\bar u$ and $z\to-(\bar vu+s\bar u)/2$. The coefficient is $-\mathrm{Im}(\bar vu^2)=+\mathrm{Im}(v\bar u^2)$. The quadratic terms are both $t^2|u|^2$ and cancel, which is Friedel's law for single scattering. Subtraction gives the limit.

## A symmetry that exchanges the two beams

Suppose $\mathrm{Im}(v\bar u^2)=0$, that is, $v\bar u^2=\bar vu^2$. If $u\neq0$, take

$$M=\begin{pmatrix}|u|^2&0&0\\0&0&u^2\\0&\bar u^2&0\end{pmatrix}.$$

Divided by $|u|^2$, this is a unitary matrix that exchanges beams 1 and 2 up to phases. Multiplying out $MA$ and $AM$, all entries agree identically except two diagonal ones, which require

$$(MA)_{11}=u^2\bar v=v\bar u^2=(AM)_{11},\qquad (MA)_{22}=\bar u^2v=\bar vu^2=(AM)_{22}.$$

Both hold by assumption. So $M$ commutes with $A$ and with every power of $A$, hence with $S(t)$. The entry $(2,0)$ of $MS=SM$ reads $\bar u^2S_{10}=|u|^2S_{20}$, and therefore $|S_{10}|=|S_{20}|$.

If $u=0$, the incident beam is decoupled. The projector $P=\mathrm{diag}(1,0,0)$ commutes with $A$, and the entries $(1,0)$ and $(2,0)$ of $PS=SP$ give $S_{10}=S_{20}=0$.

Conversely, if $D(t)=0$ for all $t>0$, then $D(t)/t^3$ tends to zero, and the limit already found forces $\mathrm{Im}(v\bar u^2)=0$.

## The limit of zero excitation error

Since $0$, $g$ and $-g$ lie on one line, they cannot all lie on the Ewald sphere. Zero excitation error for both diffracted beams is the limit of short wavelength, in which the sphere becomes flat. Take $s=0$, $u=1$, $v=i$. Then $A^3=3A$, and the exponential series sums to

$$S(t)=1+\frac{i\sin(\sqrt3\,t)}{\sqrt3}A+\frac{\cos(\sqrt3\,t)-1}{3}A^2.$$

With $(A^2)_{10}=i$ and $(A^2)_{20}=-i$, this gives

$$D(t)=-\frac{4}{3\sqrt3}\,\sin(\sqrt3\,t)\,\bigl(1-\cos(\sqrt3\,t)\bigr).$$

For small $t$ this is $-2t^3$ to leading order, as it should be. It vanishes and changes sign at $t=\pi/\sqrt3$, so equal intensities at one thickness do not establish $\mathrm{Im}(v\bar u^2)=0$.

## The Lean file

```lean
import Mathlib

open Filter Topology ComplexConjugate

namespace DynamicalFriedel

noncomputable section

/-- The scattering matrix `exp(itA)` of a crystal of thickness `t` with beam-coupling matrix `A`. -/
def scatteringMatrix {n : Type*} [Fintype n] [DecidableEq n] (A : Matrix n n ℂ) (t : ℝ) :
    Matrix n n ℂ :=
  NormedSpace.exp ((Complex.I * (t : ℂ)) • A)

/-- The coupling matrix of the beams `0, g, -g` (indices 0, 1, 2): `s` is the excitation error of
both diffracted beams, `u` couples `0` to `g`, and `v` couples `-g` to `g`. -/
def threeBeam (s : ℝ) (u v : ℂ) : Matrix (Fin 3) (Fin 3) ℂ :=
  !![0, conj u, u; u, (s : ℂ), v; conj u, conj v, (s : ℂ)]

/-- The intensity of beam `g` minus that of beam `-g` at thickness `t`. -/
def friedelDifference (s : ℝ) (u v : ℂ) (t : ℝ) : ℝ :=
  ‖scatteringMatrix (threeBeam s u v) t 1 0‖ ^ 2 - ‖scatteringMatrix (threeBeam s u v) t 2 0‖ ^ 2

/-- The three-beam coupling matrix is Hermitian. -/
theorem threeBeam_isHermitian (s : ℝ) (u v : ℂ) : (threeBeam s u v).IsHermitian := by
  ext i j
  fin_cases i <;> fin_cases j <;> simp [threeBeam]

/-- Between distinct beams the amplitude is the single-scattering term `i t Aᵢⱼ` plus `t² r(t)`,
where `r(t)` tends to the double-scattering value `-(A²)ᵢⱼ / 2` as `t` tends to zero from above. -/
theorem double_scattering {n : Type*} [Fintype n] [DecidableEq n] (A : Matrix n n ℂ)
    {i j : n} (hij : i ≠ j) :
    ∃ r : ℝ → ℂ, Tendsto r (𝓝[>] 0) (𝓝 (-(A * A) i j / 2)) ∧ ∀ t : ℝ, t ≠ 0 →
      scatteringMatrix A t i j = Complex.I * t * A i j + (t : ℂ) ^ 2 * r t := by
  let : NormedRing (Matrix n n ℂ) := Matrix.linftyOpNormedRing
  let : NormedAlgebra ℂ (Matrix n n ℂ) := Matrix.linftyOpNormedAlgebra
  have hX : HasFPowerSeriesAt (NormedSpace.exp : Matrix n n ℂ → Matrix n n ℂ)
      (NormedSpace.expSeries ℂ (Matrix n n ℂ)) 0 := by
    apply NormedSpace.exp_hasFPowerSeriesAt_zero
  -- the remainder after the quadratic term is of third order
  obtain ⟨C, hC⟩ := (hX.isBigO_sub_partialSum_pow 3).bound
  have hid : Tendsto (fun t : ℝ => t) (𝓝[>] 0) (𝓝 0) := tendsto_id.mono_left nhdsWithin_le_nhds
  have hY : Tendsto (fun t : ℝ => (Complex.I * (t : ℂ)) • A) (𝓝[>] 0) (𝓝 0) := by
    have h : Continuous (fun t : ℝ => (Complex.I * (t : ℂ)) • A) := by fun_prop
    simpa using (h.tendsto 0).mono_left (nhdsWithin_le_nhds (s := Set.Ioi 0))
  have hR : Tendsto (fun t : ℝ => ((t : ℂ) ^ 2)⁻¹ •
      (NormedSpace.exp (0 + (Complex.I * (t : ℂ)) • A) -
        (NormedSpace.expSeries ℂ (Matrix n n ℂ)).partialSum 3 ((Complex.I * (t : ℂ)) • A)))
      (𝓝[>] 0) (𝓝 0) := by
    refine squeeze_zero_norm' (a := fun t : ℝ => C * ‖A‖ ^ 3 * t) ?_
      (by simpa using hid.const_mul (C * ‖A‖ ^ 3))
    filter_upwards [hY.eventually hC, self_mem_nhdsWithin] with t h ht
    have ht' : 0 < t := ht
    have hn : ‖(Complex.I * (t : ℂ)) • A‖ = t * ‖A‖ := by
      rw [norm_smul]
      simp [abs_of_pos ht']
    have hs : ‖((t : ℂ) ^ 2)⁻¹‖ = (t ^ 2)⁻¹ := by simp
    rw [norm_pow, norm_norm, hn] at h
    rw [norm_smul, hs]
    calc _ ≤ (t ^ 2)⁻¹ * (C * (t * ‖A‖) ^ 3) := mul_le_mul_of_nonneg_left h (by positivity)
      _ = C * ‖A‖ ^ 3 * t := by field_simp
  have hent : Continuous (fun M : Matrix n n ℂ => M i j) := continuous_id.matrix_elem i j
  have he := ((hent.tendsto 0).comp hR).add_const (-(A * A) i j / 2)
  rw [Matrix.zero_apply, zero_add] at he
  refine ⟨fun t => (scatteringMatrix A t i j - Complex.I * t * A i j) / (t : ℂ) ^ 2,
    he.congr' ?_, fun t ht => ?_⟩
  · filter_upwards [self_mem_nhdsWithin] with t ht
    have ht0 : (t : ℂ) ≠ 0 := Complex.ofReal_ne_zero.mpr (ne_of_gt ht)
    have hp : (NormedSpace.expSeries ℂ (Matrix n n ℂ)).partialSum 3
        ((Complex.I * (t : ℂ)) • A) i j
        = Complex.I * t * A i j - (t : ℂ) ^ 2 / 2 * (A * A) i j := by
      simp only [FormalMultilinearSeries.partialSum, Finset.sum_range_succ, Finset.sum_range_zero,
        NormedSpace.expSeries_apply_eq, smul_pow, pow_zero, pow_one, pow_two A, mul_pow,
        Complex.I_sq, Matrix.add_apply, Matrix.smul_apply, Matrix.zero_apply,
        Matrix.one_apply_ne hij, smul_eq_mul, Nat.factorial]
      push_cast
      ring
    simp only [Function.comp_apply, Matrix.smul_apply, Matrix.sub_apply, smul_eq_mul, hp, zero_add,
      scatteringMatrix]
    field_simp
    ring
  · show scatteringMatrix A t i j = Complex.I * t * A i j +
      (t : ℂ) ^ 2 * ((scatteringMatrix A t i j - Complex.I * t * A i j) / (t : ℂ) ^ 2)
    rw [mul_comm ((t : ℂ) ^ 2), div_mul_cancel₀ _ (pow_ne_zero 2 (Complex.ofReal_ne_zero.mpr ht))]
    ring

/-- Thickness onset of the Friedel violation: the intensity difference of `g` and `-g`, divided by
`t³`, tends to `-2 Im(v conj(u)²)` as the thickness `t` tends to zero from above. -/
theorem friedelDifference_onset (s : ℝ) (u v : ℂ) :
    Tendsto (fun t : ℝ => friedelDifference s u v t / t ^ 3) (𝓝[>] 0)
      (𝓝 (-2 * (v * conj u ^ 2).im)) := by
  obtain ⟨r, hr, h1⟩ := double_scattering (threeBeam s u v) (i := 1) (j := 0) (by decide)
  obtain ⟨q, hq, h2⟩ := double_scattering (threeBeam s u v) (i := 2) (j := 0) (by decide)
  have e1 : threeBeam s u v 1 0 = u := by simp [threeBeam]
  have e2 : threeBeam s u v 2 0 = conj u := by simp [threeBeam]
  have d1 : (threeBeam s u v * threeBeam s u v) 1 0 = s * u + v * conj u := by
    simp [threeBeam, Matrix.mul_apply, Fin.sum_univ_three]
  have d2 : (threeBeam s u v * threeBeam s u v) 2 0 = conj v * u + s * conj u := by
    simp [threeBeam, Matrix.mul_apply, Fin.sum_univ_three]
  rw [d1] at hr
  rw [d2] at hq
  have hid : Tendsto (fun t : ℝ => t) (𝓝[>] 0) (𝓝 0) := tendsto_id.mono_left nhdsWithin_le_nhds
  -- interference of single and double scattering
  have key : ∀ (t : ℝ) (w z : ℂ), Complex.normSq (Complex.I * t * w + (t : ℂ) ^ 2 * z) =
      t ^ 2 * Complex.normSq w + 2 * t ^ 3 * (conj w * z).im + t ^ 4 * Complex.normSq z := by
    intro t w z
    simp [Complex.normSq_apply, pow_two]
    ring
  have hlim := ((((Complex.continuous_im.tendsto _).comp (hr.const_mul (conj u))).const_mul 2).sub
    (((Complex.continuous_im.tendsto _).comp (hq.const_mul u)).const_mul 2)).add
    (hid.mul (((Complex.continuous_normSq.tendsto _).comp hr).sub
      ((Complex.continuous_normSq.tendsto _).comp hq)))
  convert hlim.congr' ?_ using 2
  · simp [pow_two]
    ring
  · filter_upwards [self_mem_nhdsWithin] with t ht
    have ht0 : t ≠ 0 := ne_of_gt ht
    rw [friedelDifference, ← Complex.normSq_eq_norm_sq, ← Complex.normSq_eq_norm_sq, h1 t ht0,
      h2 t ht0, e1, e2, key, key, Complex.normSq_conj, Complex.conj_conj,
      eq_div_iff (pow_ne_zero 3 ht0)]
    simp only [Function.comp_apply]
    ring

/-- If `Im(v conj(u)²) = 0`, the beams `g` and `-g` are equally intense at every thickness. -/
theorem friedel_of_im_eq_zero (s : ℝ) {u v : ℂ} (h : (v * conj u ^ 2).im = 0) (t : ℝ) :
    friedelDifference s u v t = 0 := by
  have hreal := Complex.conj_eq_iff_im.mpr h
  simp only [map_mul, map_pow, Complex.conj_conj] at hreal
  have comm : ∀ M : Matrix (Fin 3) (Fin 3) ℂ, M * threeBeam s u v = threeBeam s u v * M →
      M * scatteringMatrix (threeBeam s u v) t = scatteringMatrix (threeBeam s u v) t * M := by
    intro M hM
    have hc : Commute M (threeBeam s u v) := hM
    exact (hc.smul_right (Complex.I * (t : ℂ))).exp_right.eq
  unfold friedelDifference
  generalize scatteringMatrix (threeBeam s u v) t = S at comm ⊢
  by_cases hu : u = 0
  · -- the incident beam is decoupled
    have hM := comm !![1, 0, 0; 0, 0, 0; 0, 0, 0] (by
      ext i j
      fin_cases i <;> fin_cases j <;>
        simp [threeBeam, hu, Matrix.mul_apply, Fin.sum_univ_three])
    have h1 := congrFun (congrFun hM 1) 0
    have h2 := congrFun (congrFun hM 2) 0
    simp [Matrix.mul_apply, Fin.sum_univ_three] at h1 h2
    simp [← h1, ← h2]
  · -- a symmetry of the coupling matrix that exchanges `g` and `-g`
    have hM := comm !![u * conj u, 0, 0; 0, 0, u ^ 2; 0, conj u ^ 2, 0] (by
      ext i j
      fin_cases i <;> fin_cases j <;>
        simp [threeBeam, Matrix.mul_apply, Fin.sum_univ_three] <;>
        first | linear_combination hreal | linear_combination (-1 : ℂ) * hreal | ring)
    have h1 := congrFun (congrFun hM 2) 0
    simp [Matrix.mul_apply, Fin.sum_univ_three] at h1
    have h2 := congrArg norm h1
    simp only [norm_mul, norm_pow, RCLike.norm_conj] at h2
    have h3 : ‖S 1 0‖ = ‖S 2 0‖ :=
      mul_left_cancel₀ (pow_ne_zero 2 (norm_ne_zero_iff.mpr hu)) (by linear_combination h2)
    rw [h3, sub_self]

/-- Centrosymmetric crystal: if the couplings are real numbers `a` and `b` up to the factors `e` and
`e²` of a shift of origin, the beams `g` and `-g` are equally intense at every thickness. -/
theorem friedel_of_centrosymmetric (s a b : ℝ) (e : ℂ) (t : ℝ) :
    friedelDifference s (a * e) (b * e ^ 2) t = 0 := by
  apply friedel_of_im_eq_zero
  have h : (b * e ^ 2) * conj (a * e) ^ 2 = ((b * a ^ 2 * Complex.normSq e ^ 2 : ℝ) : ℂ) := by
    rw [map_mul, Complex.conj_ofReal]
    push_cast
    rw [← Complex.mul_conj]
    ring
  rw [h, Complex.ofReal_im]

/-- The beams `g` and `-g` are equally intense at all positive thicknesses if and only if
`Im(v conj(u)²) = 0`. -/
theorem friedel_iff (s : ℝ) (u v : ℂ) :
    (∀ t : ℝ, 0 < t → friedelDifference s u v t = 0) ↔ (v * conj u ^ 2).im = 0 := by
  refine ⟨fun h => ?_, fun h t _ => friedel_of_im_eq_zero s h t⟩
  have h0 : Tendsto (fun t : ℝ => friedelDifference s u v t / t ^ 3) (𝓝[>] 0) (𝓝 0) := by
    refine tendsto_const_nhds.congr' ?_
    filter_upwards [self_mem_nhdsWithin] with t ht
    rw [h t ht, zero_div]
  linarith [tendsto_nhds_unique (friedelDifference_onset s u v) h0]

end

end DynamicalFriedel
```

```lean
#print axioms DynamicalFriedel.threeBeam_isHermitian
#print axioms DynamicalFriedel.friedel_of_centrosymmetric
#print axioms DynamicalFriedel.friedel_iff
```

```
'DynamicalFriedel.threeBeam_isHermitian' depends on axioms: [propext, Classical.choice, Quot.sound]
'DynamicalFriedel.friedel_of_centrosymmetric' depends on axioms: [propext, Classical.choice, Quot.sound]
'DynamicalFriedel.friedel_iff' depends on axioms: [propext, Classical.choice, Quot.sound]
```

## From the exponential series to the limit

`threeBeam_isHermitian` checks the nine entries of $A$. The analysis is in `double_scattering`, which holds for any finite number of beams and any complex matrix. It writes the amplitude as $itA_{ij}+t^2r(t)$ and shows that $r(t)\to-(A^2)_{ij}/2$. Mathlib bounds the remainder of the exponential series after the quadratic term by a constant $C$ times $\|itA\|^3=t^3\|A\|^3$. After division by $t^2$ the bound is $C\|A\|^3t$, and `squeeze_zero_norm'` sends the remainder to zero. Taking a matrix entry is continuous, so the limit passes to the amplitude. The step `hp` evaluates the partial sum, where `Matrix.one_apply_ne hij` removes the identity term.

`friedelDifference_onset` applies this lemma to the entries `1 0` and `2 0`. The equations `d1` and `d2` are the two second-order entries, and `key` is the formula for $|itw+t^2z|^2$. The limit `hlim` combines the cubic terms with the quartic ones, which still carry a factor $t$ after division by $t^3$ and so vanish.

## From commuting matrices to equal intensities

In `friedel_of_im_eq_zero`, `hreal` is the equation $\bar vu^2=v\bar u^2$, and `comm` says that any matrix commuting with $A$ commutes with $S(t)$. The case split on `u = 0` chooses between $P$ and $M$. For $M$, `linear_combination` uses `hreal` in the two diagonal entries that need it. Taking norms in the entry $(2,0)$ and cancelling $|u|^2$ gives `h3`, the equality of the two moduli.

`friedel_of_centrosymmetric` computes $v\bar u^2=ba^2|e|^4$, which is real, and applies the previous theorem. In `friedel_iff`, one direction is that same theorem; the other compares the limit from `friedelDifference_onset` with the limit zero through `tendsto_nhds_unique`.
